# Ground-state moments 1/3, −1/6, 1/3 in the Heisenberg spin-1/2 linear trimer with equal antiferromagnetic couplings at total Sz = 1/2

Three spin-1/2 centres sit in a row, and each end spin is coupled antiferromagnetically to the middle one. With the exchange constant set to 1 and spins in units of \(\hbar\), the Hamiltonian is \(H=\mathbf S_1\cdot\mathbf S_2+\mathbf S_2\cdot\mathbf S_3\). I write \(u\) and \(d\) for up and down, with sites in order. The ground state with total \(S^z=1/2\) should be

\[
|T\rangle=\frac{|uud\rangle-2|udu\rangle+|duu\rangle}{\sqrt6},
\]

with energy \(-1\) and local moments \(\langle S_i^z\rangle=1/3,-1/6,1/3\). The middle site thus carries a negative moment although the total is positive. Can this be made rigorous and machine-checked, including the claim that no eigenvalue lies below \(-1\)?

## Exchanges, squares and three amplitudes

Yes. For two spins 1/2, \(\mathbf S_i\cdot\mathbf S_j=\tfrac12P_{ij}-\tfrac14\), where \(P_{ij}\) exchanges the two spins. On amplitudes \(\psi(a,b,c)\) this gives

\[
(H\psi)(a,b,c)=\tfrac12\big[\psi(b,a,c)+\psi(a,c,b)-\psi(a,b,c)\big].
\]

\(H\) conserves the number of down spins. With one spin down, let \(x,y,z\) be the amplitudes of \(uud,udu,duu\). Then \(H\) maps \((x,y,z)\) to \(\tfrac12(y,\;x+z-y,\;y)\), and this sector contributes to \(\langle\psi|H|\psi\rangle+\langle\psi|\psi\rangle\) the amount

\[
|x|^2+\tfrac12|y|^2+|z|^2+\mathrm{Re}(\bar xy+\bar yz)
=\tfrac12\big(|x+y+z|^2+|x-z|^2\big).
\]

The sector with two spins down gives the same form. The states \(uuu\) and \(ddd\) have energy \(1/2\), so each contributes \(\tfrac32\) times its squared amplitude. The total is real and nonnegative. If \(H\psi=E\psi\) with \(\psi\neq0\), it equals \((E+1)\langle\psi|\psi\rangle\), so \(E\) is real and \(E\ge-1\).

At \(S^z=1/2\) only \(x,y,z\) survive. Setting \(E=-1\) gives \(y/2=-x\) and \(y/2=-z\), hence \((x,y,z)=x(1,-2,1)\). The middle equation also holds, since \((x+z-y)/2=2x=-y\). The squared norm of \((1,-2,1)\) is 6, which fixes the factor \(1/\sqrt6\).

The probabilities of \(uud,udu,duu\) are \(1/6,2/3,1/6\). Therefore

\[
\langle S_1^z\rangle=\langle S_3^z\rangle=\tfrac12\left(\tfrac56-\tfrac16\right)=\tfrac13,\qquad
\langle S_2^z\rangle=\tfrac12\left(\tfrac13-\tfrac23\right)=-\tfrac16 .
\]

Here is the same argument in Lean 4 with Mathlib.

```lean
import Mathlib

open ComplexConjugate

namespace LinearSpinTrimer

noncomputable section

/-- A state of three spins 1/2, given by its amplitudes; index 0 is spin up, 1 is spin down. -/
abbrev State := Fin 2 → Fin 2 → Fin 2 → ℂ

/-- The spin-1/2 matrices for the x, y and z components, in units of ħ. -/
def spin : Fin 3 → Matrix (Fin 2) (Fin 2) ℂ :=
  ![!![0, 1/2; 1/2, 0], !![0, -Complex.I/2; Complex.I/2, 0], !![1/2, 0; 0, -1/2]]

/-- Component `α` of the spin on the first site. -/
def S1 (α : Fin 3) (ψ : State) : State := fun a b c => ∑ t, spin α a t * ψ t b c

/-- Component `α` of the spin on the central site. -/
def S2 (α : Fin 3) (ψ : State) : State := fun a b c => ∑ t, spin α b t * ψ a t c

/-- Component `α` of the spin on the last site. -/
def S3 (α : Fin 3) (ψ : State) : State := fun a b c => ∑ t, spin α c t * ψ a b t

/-- The Heisenberg Hamiltonian S1·S2 + S2·S3 of the open chain of three spins. -/
def hamiltonian (ψ : State) : State := ∑ α, (S1 α (S2 α ψ) + S2 α (S3 α ψ))

/-- The z component of the total spin. -/
def totalSz (ψ : State) : State := S1 2 ψ + S2 2 ψ + S3 2 ψ

/-- The Hermitian product of two states. -/
def braket (φ ψ : State) : ℂ := ∑ a, ∑ b, ∑ c, conj (φ a b c) * ψ a b c

/-- The product state with the given spin directions. -/
def ket (a b c : Fin 2) : State := fun a' b' c' => if a' = a ∧ b' = b ∧ c' = c then 1 else 0

/-- The state (uud - 2 udu + duu)/√6. -/
def trimer : State :=
  ((√6 : ℝ) : ℂ)⁻¹ • (ket 0 0 1 - (2 : ℂ) • ket 0 1 0 + ket 1 0 0)

/-- The Hamiltonian is half the sum of the two exchanges of neighbouring spins, minus half the
identity. -/
theorem hamiltonian_apply (ψ : State) (a b c : Fin 2) :
    hamiltonian ψ a b c = (ψ b a c + ψ a c b) / 2 - ψ a b c / 2 := by
  revert a b c
  simp only [Fin.forall_fin_two]
  and_intros <;>
    simp [hamiltonian, S1, S2, S3, spin, Fin.sum_univ_succ] <;>
    ring_nf <;> (try simp only [Complex.I_sq]) <;> (try ring_nf)

/-- The total Sz is diagonal in the product states, with the sum of the three single-spin
values on the diagonal. -/
theorem totalSz_apply (ψ : State) (a b c : Fin 2) :
    totalSz ψ a b c = (spin 2 a a + spin 2 b b + spin 2 c c) * ψ a b c := by
  revert a b c
  simp only [Fin.forall_fin_two]
  and_intros <;> simp [totalSz, S1, S2, S3, spin, Fin.sum_univ_two] <;> ring

/-- For any ψ, normalised or not, ⟨ψ|H + 1|ψ⟩ is a sum, with positive weights, of squared moduli of
linear combinations of the amplitudes. -/
theorem energy_identity (ψ : State) :
    braket ψ (hamiltonian ψ) + braket ψ ψ =
      (((3 * ‖ψ 0 0 0‖ ^ 2 + ‖ψ 0 0 1 + ψ 0 1 0 + ψ 1 0 0‖ ^ 2 + ‖ψ 0 0 1 - ψ 1 0 0‖ ^ 2
        + 3 * ‖ψ 1 1 1‖ ^ 2 + ‖ψ 1 1 0 + ψ 1 0 1 + ψ 0 1 1‖ ^ 2
        + ‖ψ 1 1 0 - ψ 0 1 1‖ ^ 2) / 2 : ℝ) : ℂ) := by
  simp only [braket, Fin.sum_univ_two, hamiltonian_apply]
  push_cast
  simp only [← Complex.conj_mul', map_add, map_sub]
  ring

/-- The squared norm of a nonzero state is a positive real number. -/
theorem braket_self_pos (ψ : State) (h0 : ψ ≠ 0) :
    ∃ N : ℝ, 0 < N ∧ braket ψ ψ = (N : ℂ) := by
  refine ⟨∑ a, ∑ b, ∑ c, ‖ψ a b c‖ ^ 2, ?_, ?_⟩
  · by_contra hN
    apply h0
    -- if the sum of squares is not positive, each amplitude vanishes
    have hz : ∀ a b c, ‖ψ a b c‖ ^ 2 ≤ 0 := by
      simp only [Fin.sum_univ_two, not_lt] at hN
      have p : ∀ a b c, 0 ≤ ‖ψ a b c‖ ^ 2 := fun a b c => by positivity
      simp only [Fin.forall_fin_two]
      and_intros <;>
        linarith [p 0 0 0, p 0 0 1, p 0 1 0, p 0 1 1, p 1 0 0, p 1 0 1, p 1 1 0, p 1 1 1]
    funext a b c
    have h2 : ‖ψ a b c‖ ^ 2 = 0 := le_antisymm (hz a b c) (by positivity)
    exact norm_eq_zero.mp (pow_eq_zero_iff (two_ne_zero) |>.mp h2)
  · unfold braket
    push_cast
    simp only [← Complex.conj_mul']

/-- Every eigenvalue of the trimer Hamiltonian is real and at least -1. -/
theorem eigenvalue_bound (ψ : State) (E : ℂ) (h0 : ψ ≠ 0) (hψ : hamiltonian ψ = E • ψ) :
    E.im = 0 ∧ -1 ≤ E.re := by
  obtain ⟨N, hN, hNψ⟩ := braket_self_pos ψ h0
  obtain ⟨X, hX, h⟩ : ∃ X : ℝ, 0 ≤ X ∧
      braket ψ (hamiltonian ψ) + braket ψ ψ = (X : ℂ) :=
    ⟨_, by positivity, energy_identity ψ⟩
  have hE : braket ψ (E • ψ) = E * braket ψ ψ := by
    simp only [braket, Fin.sum_univ_two, Pi.smul_apply, smul_eq_mul]
    ring
  -- (E + 1) times the squared norm is real and nonnegative
  rw [hψ, hE, hNψ] at h
  have hre := congrArg Complex.re h
  have him := congrArg Complex.im h
  simp only [Complex.add_re, Complex.re_mul_ofReal, Complex.ofReal_re] at hre
  simp only [Complex.add_im, Complex.im_mul_ofReal, Complex.ofReal_im, add_zero] at him
  refine ⟨(mul_eq_zero.mp him).resolve_right hN.ne', ?_⟩
  by_contra hlt
  have hlt' : E.re + 1 < 0 := by linarith [not_le.mp hlt]
  nlinarith [mul_neg_of_neg_of_pos hlt' hN]

/-- The solutions ψ of Hψ = -ψ and (total Sz)ψ = ψ/2, zero included, are exactly the multiples of
(uud - 2 udu + duu)/√6. -/
theorem ground_state_unique (ψ : State) :
    (hamiltonian ψ = (-1 : ℂ) • ψ ∧ totalSz ψ = (1/2 : ℂ) • ψ) ↔ ∃ k : ℂ, ψ = k • trimer := by
  have s0 : spin 2 0 0 = 1/2 := by simp [spin]
  have s1 : spin 2 1 1 = -1/2 := by simp [spin]
  constructor
  · rintro ⟨hH, hz⟩
    have e : ∀ a b c, (ψ b a c + ψ a c b) / 2 - ψ a b c / 2 = -1 * ψ a b c := fun a b c => by
      rw [← hamiltonian_apply, hH]; rfl
    have z : ∀ a b c, (spin 2 a a + spin 2 b b + spin 2 c c) * ψ a b c = 1/2 * ψ a b c :=
      fun a b c => by rw [← totalSz_apply, hz]; rfl
    simp only [Fin.forall_fin_two, s0, s1] at z
    obtain ⟨⟨⟨z0, -⟩, -, z3⟩, ⟨-, z5⟩, z6, z7⟩ := z
    -- the Sz condition removes all amplitudes but three
    have h0 : ψ 0 0 0 = 0 := by linear_combination z0
    have h3 : ψ 0 1 1 = 0 := by linear_combination -z3
    have h5 : ψ 1 0 1 = 0 := by linear_combination -z5
    have h6 : ψ 1 1 0 = 0 := by linear_combination -z6
    have h7 : ψ 1 1 1 = 0 := by linear_combination (-1/2) * z7
    -- the eigenvalue equation fixes their ratios
    have h2 : ψ 0 1 0 = -2 * ψ 0 0 1 := by linear_combination 2 * e 0 0 1
    have h4 : ψ 1 0 0 = ψ 0 0 1 := by linear_combination e 1 0 0 - e 0 0 1
    have hs : ((√6 : ℝ) : ℂ) ≠ 0 := by
      exact_mod_cast (Real.sqrt_pos.mpr (by norm_num : (0 : ℝ) < 6)).ne'
    refine ⟨((√6 : ℝ) : ℂ) * ψ 0 0 1, ?_⟩
    have key : ∀ a b c, ψ a b c = (((√6 : ℝ) : ℂ) * ψ 0 0 1) * trimer a b c := by
      simp only [Fin.forall_fin_two, h0, h2, h3, h4, h5, h6, h7]
      and_intros <;> simp [trimer, ket] <;> field_simp
    funext a b c
    exact key a b c
  · rintro ⟨k, rfl⟩
    constructor
    · funext a b c
      rw [hamiltonian_apply]
      revert a b c
      simp only [Fin.forall_fin_two]
      and_intros <;> simp [trimer, ket] <;> ring
    · funext a b c
      rw [totalSz_apply]
      revert a b c
      simp only [Fin.forall_fin_two, s0, s1]
      and_intros <;>
        first
        | (simp only [Pi.smul_apply, smul_eq_mul]; ring1)
        | simp [trimer, ket]

/-- The state (uud - 2 udu + duu)/√6 is normalised, and its local moments ⟨Sz⟩ on the three
sites are 1/3, -1/6 and 1/3. -/
theorem trimer_moments :
    braket trimer trimer = 1 ∧ braket trimer (S1 2 trimer) = 1/3 ∧
      braket trimer (S2 2 trimer) = -1/6 ∧ braket trimer (S3 2 trimer) = 1/3 := by
  obtain ⟨r, hr, hc, ht⟩ : ∃ r : ℂ, r * r = 1/6 ∧ conj r = r ∧
      trimer = r • (ket 0 0 1 - (2 : ℂ) • ket 0 1 0 + ket 1 0 0) := by
    refine ⟨((√6 : ℝ) : ℂ)⁻¹, ?_, ?_, rfl⟩
    · rw [← mul_inv, ← Complex.ofReal_mul, Real.mul_self_sqrt (by norm_num)]
      norm_num
    · rw [map_inv₀, Complex.conj_ofReal]
  have h2 : conj (2 : ℂ) = 2 := Complex.conj_eq_iff_im.mpr (by simp)
  rw [ht]
  refine ⟨?_, ?_, ?_, ?_⟩ <;>
    simp [braket, S1, S2, S3, spin, ket, Fin.sum_univ_two, hc]
  · linear_combination 6 * hr + 2 * r ^ 2 * h2
  · linear_combination 2 * hr + r ^ 2 * h2
  · linear_combination -hr - r ^ 2 * h2
  · linear_combination 2 * hr + r ^ 2 * h2

/-- The state (uud - 2 udu + duu)/√6 is an eigenvector of S1·S2 + S2·S3 at its least
eigenvalue -1, has total Sz = 1/2, and has local moments 1/3, -1/6, 1/3. -/
theorem trimer_ground_state :
    trimer ≠ 0 ∧ hamiltonian trimer = (-1 : ℂ) • trimer ∧
      IsLeast {E : ℝ | ∃ ψ : State, ψ ≠ 0 ∧ hamiltonian ψ = (E : ℂ) • ψ} (-1) ∧
      totalSz trimer = (1/2 : ℂ) • trimer ∧
      braket trimer (S1 2 trimer) = 1/3 ∧ braket trimer (S2 2 trimer) = -1/6 ∧
      braket trimer (S3 2 trimer) = 1/3 := by
  obtain ⟨hn, hm⟩ := trimer_moments
  obtain ⟨hH, hz⟩ := (ground_state_unique trimer).mpr ⟨1, (one_smul ℂ trimer).symm⟩
  have h0 : trimer ≠ 0 := by
    intro h
    rw [h] at hn
    simp [braket] at hn
  refine ⟨h0, hH, ⟨⟨trimer, h0, ?_⟩, ?_⟩, hz, hm⟩
  · rw [hH]
    norm_num
  · rintro E ⟨ψ, hψ, hE⟩
    simpa using (eigenvalue_bound ψ E hψ hE).2

end

end LinearSpinTrimer
```

```lean
#print axioms LinearSpinTrimer.trimer_ground_state
-- 'LinearSpinTrimer.trimer_ground_state' depends on axioms: [propext, Classical.choice, Quot.sound]
```

## What the theorems say about the trimer

A `State` is a table of eight complex amplitudes, with index 0 for up and 1 for down. `S1`, `S2` and `S3` apply a spin matrix to one site; their argument 0, 1 or 2 selects the x, y or z component. `hamiltonian` is built from these operators, so the exchange formula is proved, not assumed. `braket` is conjugate-linear in its first argument.

`trimer_ground_state` says that `trimer` is nonzero, has energy \(-1\) and total \(S^z=1/2\), and has the three stated moments. Its `IsLeast` clause says that \(-1\) is an eigenvalue and a lower bound for all real eigenvalues; `eigenvalue_bound` excludes non-real ones. Normalisation is in `trimer_moments`.

`ground_state_unique` concerns only the sector \(S^z=1/2\): the solutions there are exactly the multiples of `trimer`, including zero. Flipping every spin gives a partner at \(S^z=-1/2\) with the same energy.

The model has equal isotropic couplings, no end-to-end exchange and no field. Its moments are site expectation values, not a density in space. The amplitudes of \(|T\rangle\) add to zero, so the total-spin raising operator annihilates it and its total spin is 1/2. Within this three-spin model, the moments show how this eigenstate of the squared total spin differs from the single product state \(udu\), whose moments are \(1/2,-1/2,1/2\), a distinction that matters when broken-symmetry electronic-structure results are interpreted.

## How the proof follows the calculation

`hamiltonian_apply` and `totalSz_apply` check all eight spin configurations. `energy_identity` writes each squared modulus as a conjugate product, after which `ring` confirms the sum of squares. `braket_self_pos` supplies the positive norm, and `eigenvalue_bound` compares real and imaginary parts of \((E+1)\langle\psi|\psi\rangle\).

In `ground_state_unique`, the `linear_combination` steps first remove five amplitudes and then derive \(y=-2x\) and \(z=x\). The converse is direct substitution. `trimer_moments` replaces \(1/\sqrt6\) by a number `r` that equals its own conjugate and satisfies `r * r = 1/6`, then evaluates the finite sums. The final theorem takes `k = 1` in the uniqueness result to obtain both eigenvalue equations, and uses `trimer` itself to show that the bound \(-1\) is attained.
